# An n × n overlap matrix with unit diagonal and all other entries s is positive definite exactly when −1/(n−1) < s < 1, for n ≥ 2

The theorem `equalOverlap_posDef_iff` concerns the real n × n matrix with ones on the diagonal and the same real number s everywhere else, which is the overlap matrix of n normalized functions with all mutual overlaps equal to s, whenever such functions exist. It states that for n ≥ 2 this matrix is positive definite if and only if −1/(n−1) < s < 1. The proof works from the quadratic form (1 − s) ∑ xᵢ² + s (∑ xᵢ)². For the forward direction it evaluates this form on the vector of all ones, which gives the lower bound, and on the difference of two basis vectors, which gives the upper bound. For the converse it treats s ≥ 0 directly and uses the Cauchy–Schwarz inequality when s < 0.

An attempt in Lean 4 with a fault in it:

```lean
import Mathlib

open Matrix Filter Topology

namespace EqualOverlapPosDefIff

noncomputable section

/-- The `n × n` matrix with ones on the diagonal and `s` elsewhere. It is the overlap matrix of `n`
normalized functions whose mutual overlaps all equal `s`, whenever such functions exist. -/
def equalOverlap (n : ℕ) (s : ℝ) : Matrix (Fin n) (Fin n) ℝ :=
  Matrix.of fun i j => if i = j then 1 else s

/-- The overlap matrix scales a coefficient vector by `1 - s` and adds `s` times the sum of
the coefficients to every entry. -/
theorem equalOverlap_mulVec (n : ℕ) (s : ℝ) (x : Fin n → ℝ) (i : Fin n) :
    (equalOverlap n s *ᵥ x) i = (1 - s) * x i + s * ∑ j, x j := by
  have h : ∀ j, equalOverlap n s i j * x j
      = s * x j + (if i = j then (1 - s) * x j else 0) := by
    intro j
    simp only [equalOverlap, Matrix.of_apply]
    split_ifs <;> ring
  change ∑ j, equalOverlap n s i j * x j = _
  rw [Finset.sum_congr rfl fun j _ => h j, Finset.sum_add_distrib, ← Finset.mul_sum,
    Finset.sum_ite_eq, if_pos (Finset.mem_univ i)]
  ring

/-- The quadratic form of the overlap matrix is `(1 - s) ∑ xᵢ² + s (∑ xᵢ)²`. -/
theorem equalOverlap_quadratic (n : ℕ) (s : ℝ) (x : Fin n → ℝ) :
    x ⬝ᵥ (equalOverlap n s *ᵥ x) = (1 - s) * ∑ i, x i ^ 2 + s * (∑ i, x i) ^ 2 := by
  have h : ∀ i, x i * (equalOverlap n s *ᵥ x) i
      = (1 - s) * x i ^ 2 + (s * ∑ j, x j) * x i := by
    intro i
    rw [equalOverlap_mulVec]
    ring
  change ∑ i, x i * (equalOverlap n s *ᵥ x) i = _
  rw [Finset.sum_congr rfl fun i _ => h i, Finset.sum_add_distrib, ← Finset.mul_sum,
    ← Finset.mul_sum]
  ring

/-- For `n ≥ 2` functions, the overlap matrix is positive definite exactly when
`-1/(n-1) < s < 1`. -/
theorem equalOverlap_posDef_iff {n : ℕ} (hn : 2 ≤ n) (s : ℝ) :
    (equalOverlap n s).PosDef ↔ -1 / ((n : ℝ) - 1) < s ∧ s < 1 := by
  have hn' : (2 : ℝ) ≤ n := by exact_mod_cast hn
  have hn1 : (0 : ℝ) < (n : ℝ) - 1 := by linarith
  rw [div_lt_iff₀ hn1, Matrix.posDef_iff_dotProduct_mulVec]
  constructor
  · rintro ⟨-, hpos⟩
    have hq : ∀ x : Fin n → ℝ, x ≠ 0 →
        0 < (1 - s) * ∑ i, x i ^ 2 + s * (∑ i, x i) ^ 2 := by
      intro x hx
      have h := hpos hx
      rwa [star_trivial, equalOverlap_quadratic] at h
    let i : Fin n := ⟨0, by omega⟩
    let j : Fin n := ⟨1, by omega⟩
    have hij : i ≠ j := by simp [i, j]
    constructor
    · -- the uniform combination bounds `s` from below
      have h := hq (fun _ => 1) (fun h0 => one_ne_zero (congrFun h0 i))
      simp only [one_pow, Finset.sum_const, Finset.card_univ, Fintype.card_fin,
        nsmul_eq_mul, mul_one] at h
      have h2 : 0 < (n : ℝ) * (1 + s * ((n : ℝ) - 1)) := by linarith
      have h3 := pos_of_mul_pos_of_pos_left h2 (by linarith)
      linarith
    · -- the difference of two functions bounds `s` from above
      have hx : (Pi.single i 1 - Pi.single j 1 : Fin n → ℝ) ≠ 0 := by
        intro h0
        have h := congrFun h0 i
        simp [Pi.single_apply, hij] at h
      have h := hq _ hx
      have hsum : ∑ k, (Pi.single i 1 - Pi.single j 1 : Fin n → ℝ) k = 0 := by
        simp [Finset.sum_sub_distrib]
      rw [hsum] at h
      have hQ : 0 ≤ ∑ k, (Pi.single i 1 - Pi.single j 1 : Fin n → ℝ) k ^ 2 :=
        Finset.sum_nonneg fun k _ => sq_nonneg _
      by_contra hs
      nlinarith [mul_nonneg (sub_nonneg.2 (not_lt.1 hs)) hQ]
  · rintro ⟨hlow, hup⟩
    refine ⟨?_, fun x hx => ?_⟩
    · ext i j
      simp [equalOverlap, Matrix.conjTranspose_apply, eq_comm]
    · rw [star_trivial, equalOverlap_quadratic]
      obtain ⟨k, hk⟩ := Function.ne_iff.1 hx
      have hQ : 0 < ∑ i, x i ^ 2 :=
        Finset.sum_pos' (fun i _ => sq_nonneg _) ⟨k, Finset.mem_univ k, sq_pos_of_ne_zero hk⟩
      -- Cauchy-Schwarz against the uniform vector
      have hC : (∑ i, x i) ^ 2 ≤ (n : ℝ) * ∑ i, x i ^ 2 := by
        simpa using sq_sum_le_card_mul_sum_sq (s := Finset.univ) (f := x)
      rcases le_or_gt 0 s with hs | hs
      · have h1 := mul_pos (sub_pos.2 hup) hQ
        have h2 := mul_nonneg hs (sq_nonneg (∑ i, x i))
        linarith
      · have h1 : 0 < (1 + s * ((n : ℝ) - 1)) * ∑ i, x i ^ 2 :=
          mul_pos (by linarith) hQ
        have h2 := mul_le_mul_of_nonneg_left hC (neg_nonneg.2 hs.le)
        linarith

end

end EqualOverlapPosDefIff
```

Messages:

```
Main.lean:64:17: error(lean.unknownIdentifier): Unknown identifier `pos_of_mul_pos_of_pos_left`
Main.lean:70:14: warning: This simp argument is unused:
  Pi.single_apply

Hint: Omit it from the simp argument list.
  [apply] simp [hij] at h

Note: This linter can be disabled with `set_option linter.unusedSimpArgs false`
```

As a diff, the version that Lean accepts:

```diff
@@ -62,5 +62,5 @@
         nsmul_eq_mul, mul_one] at h
       have h2 : 0 < (n : ℝ) * (1 + s * ((n : ℝ) - 1)) := by linarith
-      have h3 := pos_of_mul_pos_of_pos_left h2 (by linarith)
+      have h3 := (mul_pos_iff_of_pos_left (show (0 : ℝ) < n by linarith)).1 h2
       linarith
     · -- the difference of two functions bounds `s` from above
@@ -68,5 +68,5 @@
         intro h0
         have h := congrFun h0 i
-        simp [Pi.single_apply, hij] at h
+        simp [hij] at h
       have h := hq _ hx
       have hsum : ∑ k, (Pi.single i 1 - Pi.single j 1 : Fin n → ℝ) k = 0 := by
```

The error says that Lean knows no declaration called `pos_of_mul_pos_of_pos_left`, so the term meant to prove `h3` could not be elaborated. The mathematical step itself is sound: `h2` says that the product of `(n : ℝ)` and `1 + s * ((n : ℝ) - 1)` is positive, and since n is positive the second factor must be positive too.

The repair takes this step with `mul_pos_iff_of_pos_left`, which says that, when the left factor is positive, the product is positive if and only if the right factor is. The `show (0 : ℝ) < n by linarith` supplies the positivity of n, and `.1` applies the forward direction to `h2`. The resulting `h3` is the inequality from which the final `linarith` gets the lower bound on s.

The other message is a linter warning that `Pi.single_apply` is unused in a `simp` call. Removing it is mere tidying and has no part in curing the error.
